# The Direct Rotation Is the Unitary Nearest the Identity, in Frobenius Norm, That Carries One Projector into Another

Which unitary change of orbitals carries one occupied space into another with the least disturbance depends on how disturbance is measured, and here it is measured by the Frobenius distance of the unitary from the identity. The two occupied spaces are represented by their projectors P and Q, Hermitian idempotent n × n matrices in a common orthonormal basis. A unitary W carries P into Q if WP = QW. This leaves W free to mix occupied orbitals among themselves, and likewise the empty ones, and the distance ‖W − 1‖ is used to fix that freedom.

Suppose there is a positive definite R that commutes with P and Q and satisfies

R²(1 − (P − Q)²) = 1.

Then R is the inverse square root of 1 − (P − Q)². Physically, its existence means that no nonzero vector of either occupied space is orthogonal to the whole of the other. Under this hypothesis the minimum is attained at the direct rotation

U = R(QP + (1 − Q)(1 − P)),

and at no other admissible W. For single-determinant states in a finite basis, whose spin-orbital density matrices are such projectors, this selects a definite unitary that takes the occupied orbitals of one calculation to an orthonormal basis of the occupied space of another, for instance at neighbouring geometries.

## The excess distance as a positive trace

Write K = QP + (1 − Q)(1 − P), so that U = RK and K† = PQ + (1 − P)(1 − Q). First, U is admissible. Since P and Q are idempotent,

K†K = PQP + (1 − P)(1 − Q)(1 − P) = 1 − P − Q + PQ + QP = 1 − (P − Q)².

R commutes with K, hence U†U = R²K†K = 1. Also KP = QP = QK, so UP = RQK = QU.

For any unitary W,

‖W − 1‖² = tr((W − 1)†(W − 1)) = 2n − 2 Re tr W.

Minimising the distance therefore means maximising Re tr W. If W is admissible, then WP = QW and W(1 − P) = (1 − Q)W, which give

WK† = QWQ + (1 − Q)W(1 − Q).

By cyclicity and idempotence the trace of the right side is tr(WQ) + tr(W(1 − Q)) = tr W. Since U† = K†R, it follows that

tr(R⁻¹WU†) = tr(R⁻¹WK†R) = tr(WK†) = tr W.

The choice W = U gives tr R⁻¹ = tr U. Now put D = W − U and expand:

tr(D†R⁻¹D) = tr(R⁻¹(WW† − WU† − UW† + UU†))
= 2 tr U − tr W − (tr W)*
= 2 tr U − 2 Re tr W.

The third term in the first line is the complex conjugate of the second, because R⁻¹ is Hermitian. Comparison with the distance formula yields

‖W − 1‖² = ‖U − 1‖² + tr(D†R⁻¹D).

With dⱼ the columns of D, the last trace is Σⱼ dⱼ†R⁻¹dⱼ. It is positive unless D = 0, because R⁻¹ is positive definite. This gives both minimality and uniqueness, and the least squared distance is 2n − 2 tr R⁻¹.

## Projectors and admissible unitaries as matrices

In the code `n` is the finite index type of the basis, and the dimension is `Fintype.card n`. The norm is defined directly from the entries.

In Lean 4 with Mathlib:

```lean
import Mathlib

open Matrix
open scoped ComplexOrder

namespace DirectRotationOptimality

noncomputable section

variable {n : Type*} [Fintype n] [DecidableEq n]

/-- The Frobenius norm: the root of the sum of the squared moduli of all entries. -/
def frobeniusNorm (A : Matrix n n ℂ) : ℝ := Real.sqrt (∑ i, ∑ j, ‖A i j‖ ^ 2)
```

The competitors form a set. The superscript `ᴴ` denotes the adjoint, and unitarity is stated as `Wᴴ * W = 1`, which for square matrices also gives WW† = 1. The name `rotations` does not impose determinant 1.

```lean
/-- The unitary matrices `W` that carry `P` into `Q`, in the sense `W P = Q W`. -/
def rotations (P Q : Matrix n n ℂ) : Set (Matrix n n ℂ) :=
  {W | Wᴴ * W = 1 ∧ W * P = Q * W}
```

The matrix called `overlap` is not the overlap matrix of a nonorthogonal basis. With its arguments in the order `overlap Q P` it is K; in the order `overlap P Q` it is K†.

```lean
/-- The sum `P Q + (1 - P)(1 - Q)` of the products of the projectors and of their complements. -/
def overlap (P Q : Matrix n n ℂ) : Matrix n n ℂ := P * Q + (1 - P) * (1 - Q)

/-- The direct rotation `R (Q P + (1 - Q)(1 - P))`. -/
def directRotation (P Q R : Matrix n n ℂ) : Matrix n n ℂ := R * overlap Q P
```

The hypotheses are collected in one structure. R is supplied together with its properties and is not constructed from P and Q. An application has to supply R and to express both density matrices in one orthonormal basis; the latter takes an extra step when the atomic basis functions overlap or move with the nuclei.

```lean
/-- `P` and `Q` are Hermitian idempotents, and `R` is positive definite, commutes with both
and satisfies `R² (1 - (P - Q)²) = 1`. -/
structure ProjectorPair (P Q R : Matrix n n ℂ) : Prop where
  hermP : Pᴴ = P
  idemP : P * P = P
  hermQ : Qᴴ = Q
  idemQ : Q * Q = Q
  posR : R.PosDef
  commP : R * P = P * R
  commQ : R * Q = Q * R
  root : R ^ 2 * (1 - (P - Q) ^ 2) = 1
```

## Traces of admissible unitaries

The first lemma turns the sum of squared moduli into tr(A†A), by exchanging the two sums and comparing real and imaginary parts.

```lean
omit [DecidableEq n] in
/-- The squared Frobenius norm is the trace of `A† A`. -/
theorem frobeniusNorm_sq (A : Matrix n n ℂ) :
    frobeniusNorm A ^ 2 = (trace (Aᴴ * A)).re := by
  rw [frobeniusNorm, Real.sq_sqrt (by positivity), Finset.sum_comm]
  simp only [trace, diag_apply, mul_apply, conjTranspose_apply, Complex.re_sum]
  refine Finset.sum_congr rfl fun j _ => Finset.sum_congr rfl fun i _ => ?_
  rw [Complex.sq_norm, Complex.normSq_apply]
  simp only [Complex.star_def, Complex.mul_re, Complex.conj_re, Complex.conj_im]
  ring
```

The second expands (W − 1)†(W − 1) using unitarity and takes the trace.

```lean
/-- The squared distance of a unitary matrix from the identity is `2 n - 2 Re tr W`. -/
theorem unitary_distance_sq {W : Matrix n n ℂ} (h : Wᴴ * W = 1) :
    frobeniusNorm (W - 1) ^ 2 = 2 * (Fintype.card n : ℝ) - 2 * (trace W).re := by
  have e : (W - 1)ᴴ * (W - 1) = 1 + 1 - W - Wᴴ := by
    rw [conjTranspose_sub, conjTranspose_one]
    linear_combination (norm := noncomm_ring) h
  rw [frobeniusNorm_sq, e]
  simp only [trace_sub, trace_add, trace_one, trace_conjTranspose, Complex.sub_re,
    Complex.add_re, Complex.natCast_re, Complex.star_def, Complex.conj_re]
  ring
```

Next come the adjoint U† = K†R and the admissibility of U. In `direct_mem`, `hK` is the identity for K†K and `hKP` is KP = QK. Both are proved by `linear_combination` with `noncomm_ring`: the idempotency equations are multiplied by suitable matrices on the left and right, and what remains is an identity of noncommutative algebra. The `calc` block then moves the factors of R together.

```lean
private theorem adjoint_eq {P Q R : Matrix n n ℂ} (h : ProjectorPair P Q R) :
    (directRotation P Q R)ᴴ = overlap P Q * R := by
  simp only [directRotation, overlap, conjTranspose_mul, conjTranspose_add,
    conjTranspose_sub, conjTranspose_one, h.hermP, h.hermQ, h.posR.isHermitian.eq]

private theorem direct_mem {P Q R : Matrix n n ℂ} (h : ProjectorPair P Q R) :
    directRotation P Q R ∈ rotations P Q := by
  have hP := h.idemP
  have hQ := h.idemQ
  have cP : Commute R P := h.commP
  have cQ : Commute R Q := h.commQ
  have hc : R * overlap P Q = overlap P Q * R :=
    ((cP.mul_right cQ).add_right
      (((Commute.one_right R).sub_right cP).mul_right ((Commute.one_right R).sub_right cQ))).eq
  have hK : overlap P Q * overlap Q P = 1 - (P - Q) ^ 2 := by
    unfold overlap
    linear_combination (norm := noncomm_ring)
      2 * hP + 2 * hQ - 2 * hQ * P - 2 * P * hQ + 4 * P * hQ * P
  have hKP : overlap Q P * P = Q * overlap Q P := by
    unfold overlap
    linear_combination (norm := noncomm_ring) 2 * Q * hP - hP + hQ - 2 * hQ * P
  constructor
  · rw [adjoint_eq h, directRotation]
    calc overlap P Q * R * (R * overlap Q P)
        = R * overlap P Q * (R * overlap Q P) := by rw [hc]
      _ = R * (overlap P Q * R) * overlap Q P := by simp only [mul_assoc]
      _ = R * (R * overlap P Q) * overlap Q P := by rw [hc]
      _ = R ^ 2 * (overlap P Q * overlap Q P) := by simp only [pow_two, mul_assoc]
      _ = 1 := by rw [hK, h.root]
  · rw [directRotation, mul_assoc, hKP, ← mul_assoc, h.commQ, mul_assoc]
```

The central trace identity follows the same path as above. The equation `e` is the block form of WK†, and `trace_mul_comm` supplies the cyclic permutations. Positive definiteness gives R a nonzero determinant, so `R⁻¹` is a true inverse.

```lean
/-- If `ProjectorPair P Q R` holds, then for every unitary `W` with `W P = Q W`, the trace of
`R⁻¹ W U†`, with `U` the direct rotation, equals the trace of `W`. -/
theorem trace_inv_mul {P Q R W : Matrix n n ℂ} (h : ProjectorPair P Q R)
    (hW : W ∈ rotations P Q) :
    trace (R⁻¹ * (W * (directRotation P Q R)ᴴ)) = trace W := by
  have hR : R * R⁻¹ = 1 := mul_nonsing_inv R (isUnit_iff_ne_zero.mpr h.posR.det_pos.ne')
  have hi := hW.2
  have hQ := h.idemQ
  -- the intertwining relation turns `W * overlap P Q` into the part of `W` block-diagonal in `Q`
  have e : W * overlap P Q = Q * (W * Q) + (1 - Q) * (W * (1 - Q)) := by
    unfold overlap
    linear_combination (norm := noncomm_ring) hi * Q - hi * (1 - Q)
  rw [adjoint_eq h, trace_mul_comm, mul_assoc, mul_assoc, hR, mul_one, e, trace_add,
    trace_mul_comm Q, trace_mul_comm (1 - Q), ← trace_add]
  refine congrArg Matrix.trace ?_
  linear_combination (norm := noncomm_ring) 2 * W * hQ
```

Setting W = U gives the trace of R⁻¹.

```lean
private theorem trace_inv {P Q R : Matrix n n ℂ} (h : ProjectorPair P Q R) :
    trace R⁻¹ = trace (directRotation P Q R) := by
  have k := trace_inv_mul h (direct_mem h)
  rwa [mul_eq_one_comm.mp (direct_mem h).1, mul_one] at k
```

## The minimum and its uniqueness

In `excess_formula`, `k1` and `k2` are the two cross terms, `e` is the expanded product and `t` its trace. The real part in the statement makes the excess a real number, as the norms are.

```lean
/-- If `ProjectorPair P Q R` holds, the squared distance of any unitary `W` with `W P = Q W` from
the identity exceeds that of the direct rotation `U` by exactly `tr ((W - U)† R⁻¹ (W - U))`. -/
theorem excess_formula {P Q R W : Matrix n n ℂ} (h : ProjectorPair P Q R)
    (hW : W ∈ rotations P Q) :
    frobeniusNorm (W - 1) ^ 2 = frobeniusNorm (directRotation P Q R - 1) ^ 2 +
      (trace ((W - directRotation P Q R)ᴴ * R⁻¹ * (W - directRotation P Q R))).re := by
  have hU := direct_mem h
  have hS := trace_inv h
  have k1 := trace_inv_mul h hW
  rw [unitary_distance_sq hW.1, unitary_distance_sq hU.1]
  generalize directRotation P Q R = U at *
  have k2 : trace (R⁻¹ * (U * Wᴴ)) = star (trace W) := by
    rw [← k1, ← trace_conjTranspose, conjTranspose_mul, conjTranspose_mul,
      conjTranspose_conjTranspose, h.posR.inv.isHermitian.eq]
    exact trace_mul_comm _ _
  have e : R⁻¹ * (W - U) * (W - U)ᴴ =
      R⁻¹ * (W * Wᴴ) - R⁻¹ * (W * Uᴴ) - R⁻¹ * (U * Wᴴ) + R⁻¹ * (U * Uᴴ) := by
    rw [conjTranspose_sub]
    noncomm_ring
  have t : trace ((W - U)ᴴ * R⁻¹ * (W - U)) =
      trace U - trace W - star (trace W) + trace U := by
    rw [mul_assoc, trace_mul_comm, e, trace_add, trace_sub, trace_sub, k1, k2,
      mul_eq_one_comm.mp hW.1, mul_eq_one_comm.mp hU.1, mul_one, hS]
  rw [t]
  simp only [Complex.sub_re, Complex.add_re, Complex.star_def, Complex.conj_re]
  ring
```

Positivity is proved for any positive definite matrix S, which again is not an orbital overlap. The trace is written as a sum over the columns of D; every term is nonnegative, and a nonzero column contributes a positive one.

```lean
omit [DecidableEq n] in
/-- For positive definite `S` and nonzero `D`, the trace of `D† S D` is positive. -/
theorem trace_sandwich_pos {S D : Matrix n n ℂ} (hS : S.PosDef) (hD : D ≠ 0) :
    0 < (trace (Dᴴ * S * D)).re := by
  -- the trace is the sum of the quadratic form of `S` over the columns of `D`
  have e : trace (Dᴴ * S * D) =
      ∑ j, star (fun i => D i j) ⬝ᵥ (S *ᵥ (fun i => D i j)) := by
    rw [mul_assoc]
    rfl
  obtain ⟨j, hj⟩ : ∃ j, (fun i => D i j) ≠ 0 := by
    by_contra hc
    apply hD
    ext i j
    by_contra hij
    exact hc ⟨j, fun h0 => hij (congrFun h0 i)⟩
  rw [e, Complex.re_sum]
  exact Finset.sum_pos'
    (fun k _ => (Complex.le_def.mp (hS.posSemidef.dotProduct_mulVec_nonneg _)).1)
    ⟨j, Finset.mem_univ j, (Complex.lt_def.mp (hS.dotProduct_mulVec_pos hj)).1⟩
```

Applied to S = R⁻¹ and D = W − U, this makes the squared distances strictly ordered. Since norms are nonnegative, the distances themselves are ordered in the same way.

```lean
/-- If `ProjectorPair P Q R` holds, every unitary `W` with `W P = Q W` other than the direct
rotation is strictly farther from the identity in the Frobenius norm. -/
theorem directRotation_unique {P Q R W : Matrix n n ℂ} (h : ProjectorPair P Q R)
    (hW : W ∈ rotations P Q) (hne : W ≠ directRotation P Q R) :
    frobeniusNorm (directRotation P Q R - 1) < frobeniusNorm (W - 1) := by
  have e := excess_formula h hW
  have p := trace_sandwich_pos h.posR.inv (sub_ne_zero.mpr hne)
  exact lt_of_pow_lt_pow_left₀ 2 (Real.sqrt_nonneg _) (by linarith)
```

The optimality theorem states that U belongs to the admissible set and that no member of the set is closer to the identity. The proof separates the case W = U from the strict inequality.

```lean
/-- If `ProjectorPair P Q R` holds, then among all unitary `W` with `W P = Q W`, the Frobenius norm
of `W - 1` is least at the direct rotation. -/
theorem directRotation_optimal {P Q R : Matrix n n ℂ} (h : ProjectorPair P Q R) :
    directRotation P Q R ∈ rotations P Q ∧ ∀ W ∈ rotations P Q,
      frobeniusNorm (directRotation P Q R - 1) ≤ frobeniusNorm (W - 1) := by
  refine ⟨direct_mem h, fun W hW => ?_⟩
  by_cases hne : W = directRotation P Q R
  · rw [hne]
  · exact (directRotation_unique h hW hne).le
```

The value of the minimum follows from the distance formula and tr U = tr R⁻¹.

```lean
/-- If `ProjectorPair P Q R` holds, the squared distance of the direct rotation from the identity is
`2 n - 2 Re tr R⁻¹`. -/
theorem least_distance_sq {P Q R : Matrix n n ℂ} (h : ProjectorPair P Q R) :
    frobeniusNorm (directRotation P Q R - 1) ^ 2 =
      2 * (Fintype.card n : ℝ) - 2 * (trace R⁻¹).re := by
  rw [unitary_distance_sq (direct_mem h).1, trace_inv h]
```

## Two lines in a plane

Let P project onto the first axis and Q onto the line through (c, s), where c and s are real, c > 0 and c² + s² = 1.

```lean
/-- The projector onto the line through `(c, s)` in the plane, for `c² + s² = 1`. -/
def lineProjector (c s : ℝ) : Matrix (Fin 2) (Fin 2) ℂ :=
  !![(c : ℂ) ^ 2, (c : ℂ) * s; (c : ℂ) * s, (s : ℂ) ^ 2]
```

Here (P − Q)² = s²·1, so R = (1/c)·1 satisfies the hypotheses. The matrix K is c times the plane rotation with cosine c and sine s, and the factor R removes the c. The direct rotation is thus the ordinary rotation of the first axis onto the line, at squared distance 4 − 4c from the identity. The proof checks the matrix entries, using c² + s² = 1 where needed.

```lean
/-- For `c > 0` and `c² + s² = 1`, the projectors onto the first axis and onto the line through
`(c, s)` meet the hypotheses with `R = 1 / c`, and their direct rotation is the plane rotation
with cosine `c` and sine `s`. -/
theorem projectorPair_witness (c s : ℝ) (hc : 0 < c) (hcs : c ^ 2 + s ^ 2 = 1) :
    ProjectorPair !![1, 0; 0, 0] (lineProjector c s) (((c⁻¹ : ℝ) : ℂ) • 1) ∧
    directRotation !![1, 0; 0, 0] (lineProjector c s) (((c⁻¹ : ℝ) : ℂ) • 1) =
      !![(c : ℂ), -(s : ℂ); (s : ℂ), (c : ℂ)] := by
  have hC : (c : ℂ) ^ 2 + (s : ℂ) ^ 2 = 1 := by exact_mod_cast hcs
  have hr : ((c⁻¹ : ℝ) : ℂ) * c = 1 := by
    rw [← Complex.ofReal_mul, inv_mul_cancel₀ hc.ne', Complex.ofReal_one]
  have hr2 : ((c⁻¹ : ℝ) : ℂ) ^ 2 * (c : ℂ) ^ 2 = 1 := by rw [← mul_pow, hr, one_pow]
  have hpos : (0 : ℂ) < ((c⁻¹ : ℝ) : ℂ) := by exact_mod_cast inv_pos.mpr hc
  have oP : (1 : Matrix (Fin 2) (Fin 2) ℂ) - !![1, 0; 0, 0] = !![0, 0; 0, 1] := by
    ext i j
    fin_cases i <;> fin_cases j <;> simp
  have oQ : 1 - lineProjector c s =
      !![(s : ℂ) ^ 2, -((c : ℂ) * s); -((c : ℂ) * s), (c : ℂ) ^ 2] := by
    ext i j
    fin_cases i <;> fin_cases j <;> simp [lineProjector]
    all_goals linear_combination -hC
  have idQ : lineProjector c s * lineProjector c s = lineProjector c s := by
    have e1 : (c : ℂ) ^ 2 * (c : ℂ) ^ 2 + c * s * (c * s) = (c : ℂ) ^ 2 := by
      linear_combination (c : ℂ) ^ 2 * hC
    have e2 : (c : ℂ) ^ 2 * (c * s) + c * s * (s : ℂ) ^ 2 = c * s := by
      linear_combination (c : ℂ) * s * hC
    have e3 : (c : ℂ) * s * (c : ℂ) ^ 2 + (s : ℂ) ^ 2 * (c * s) = c * s := by
      linear_combination (c : ℂ) * s * hC
    have e4 : (c : ℂ) * s * (c * s) + (s : ℂ) ^ 2 * (s : ℂ) ^ 2 = (s : ℂ) ^ 2 := by
      linear_combination (s : ℂ) ^ 2 * hC
    rw [lineProjector, mul_fin_two, e1, e2, e3, e4]
  have hd : 1 - (!![1, 0; 0, 0] - lineProjector c s) ^ 2 =
      ((c : ℂ) ^ 2) • (1 : Matrix (Fin 2) (Fin 2) ℂ) := by
    have d : !![1, 0; 0, 0] - lineProjector c s =
        !![(s : ℂ) ^ 2, -((c : ℂ) * s); -((c : ℂ) * s), -(s : ℂ) ^ 2] := by
      ext i j
      fin_cases i <;> fin_cases j <;> simp [lineProjector]
      all_goals linear_combination -hC
    have e1 : (s : ℂ) ^ 2 * (s : ℂ) ^ 2 + -(c * s) * -(c * s) = (s : ℂ) ^ 2 := by
      linear_combination (s : ℂ) ^ 2 * hC
    have e2 : (s : ℂ) ^ 2 * -(c * s) + -(c * s) * -(s : ℂ) ^ 2 = 0 := by ring
    have e3 : -((c : ℂ) * s) * (s : ℂ) ^ 2 + -(s : ℂ) ^ 2 * -(c * s) = 0 := by ring
    have e4 : -((c : ℂ) * s) * -(c * s) + -(s : ℂ) ^ 2 * -(s : ℂ) ^ 2 = (s : ℂ) ^ 2 := by
      linear_combination (s : ℂ) ^ 2 * hC
    rw [d, pow_two, mul_fin_two, e1, e2, e3, e4]
    ext i j
    fin_cases i <;> fin_cases j <;> simp
    all_goals linear_combination -hC
  have ho : overlap (lineProjector c s) !![1, 0; 0, 0] =
      (c : ℂ) • !![(c : ℂ), -(s : ℂ); (s : ℂ), (c : ℂ)] := by
    rw [overlap, oQ, oP, lineProjector, mul_fin_two, mul_fin_two]
    ext i j
    fin_cases i <;> fin_cases j <;> simp [pow_two]
  refine ⟨⟨?_, ?_, ?_, idQ, PosDef.one.smul hpos, ?_, ?_, ?_⟩, ?_⟩
  · ext i j
    fin_cases i <;> fin_cases j <;> simp
  · ext i j
    fin_cases i <;> fin_cases j <;> simp
  · ext i j
    fin_cases i <;> fin_cases j <;> simp [lineProjector]
  · rw [smul_mul_assoc, one_mul, mul_smul_comm, mul_one]
  · rw [smul_mul_assoc, one_mul, mul_smul_comm, mul_one]
  · rw [hd, smul_pow, one_pow, smul_mul_smul_comm, one_mul, hr2, one_smul]
  · rw [directRotation, ho, smul_mul_smul_comm, one_mul, hr, one_smul]

end

end DirectRotationOptimality
```

```lean
#print axioms DirectRotationOptimality.directRotation_unique
-- 'DirectRotationOptimality.directRotation_unique' depends on axioms: [propext, Classical.choice, Quot.sound]
#print axioms DirectRotationOptimality.directRotation_optimal
-- 'DirectRotationOptimality.directRotation_optimal' depends on axioms: [propext, Classical.choice, Quot.sound]
#print axioms DirectRotationOptimality.least_distance_sq
-- 'DirectRotationOptimality.least_distance_sq' depends on axioms: [propext, Classical.choice, Quot.sound]
```
